# The recursive hafnian of a finite simple graph's adjacency matrix counts its perfect matchings

To obtain the probability of a photon-number pattern in Gaussian boson sampling without displacements one evaluates a hafnian. For the state proportional to $\exp\big(\tfrac12\sum_{ij} c_{ij}\,\hat a_i^\dagger \hat a_j^\dagger\big)|0\rangle$, with creation operators $\hat a_i^\dagger$ and a symmetric matrix $c$, the amplitude for one photon in each mode of a set $s$ and none elsewhere is, up to normalisation, a sum over the full Wick contractions of $s$. A direct way to compute it is to contract the first mode with each of the others and repeat on what remains. If $c$ is a graph's adjacency matrix times a factor $\lambda$ small enough to make the state normalisable, the sum for $2m$ modes is $\lambda^m$ times the number of perfect matchings on those vertices. This reading holds for pure, undisplaced Gaussian states and patterns with at most one photon per mode. The theorems below supply the combinatorial step: for symmetric $c$ and distinct modes the recursion equals the sum over pairings, and for an adjacency matrix it equals the count. The quantum-optical statements above and the small examples worked in the prose are not among the machine-checked theorems.

## Modes, amplitudes and the recursion

In Lean 4 with Mathlib:

```lean
import Mathlib

open Finset Equiv

namespace HafnianMatchings

variable {ι R : Type*} [DecidableEq ι] [CommSemiring R]
```

The type `ι` labels the modes. The type `R` holds the amplitudes and is any commutative semiring: addition and commutative multiplication, with no subtraction or division required. Natural, real and complex numbers all qualify. No operators or states occur, and there are no fermionic signs.

```lean
/-- Recursive hafnian of a list of modes: the first mode `a` is contracted with each later
mode `b`, with amplitude `c a b`, and the recursion continues on the remaining modes. -/
def haf (c : Matrix ι ι R) : List ι → R
  | [] => 1
  | a :: t => (t.map fun b => c a b * haf c (t.erase b)).sum
termination_by l => l.length
decreasing_by
  simp only [List.length_cons]
  exact Nat.lt_succ_of_le List.length_erase_le
```

Here `c a b` is the matrix element $c_{ab}$, `a :: t` is the list with first entry $a$ and remainder $t$, and `t.erase b` removes the first occurrence of $b$ from $t$. The definition reads
$$\operatorname{haf}[\,]=1,\qquad \operatorname{haf}(a::t)=\sum_{b\in t}c_{ab}\,\operatorname{haf}(t\setminus b).$$
The lines after `termination_by` show that the list gets shorter, so the recursion ends. A one-entry list gives an empty sum, zero. Four modes give
$$\operatorname{haf}[0,1,2,3]=c_{01}c_{23}+c_{02}c_{13}+c_{03}c_{12},$$
which is $1+0+1=2$ for the square with edges $01,12,23,30$.

## Pairings as involutions

```lean
/-- If an involution maps the modes `a, b` into `{a, b}`, it maps every other mode outside
`{a, b}`, and composing with the transposition of `a` and `b` does not change that image. -/
theorem swap_mul_apply_of_ne {σ : Perm ι} {a b i : ι} (h : ∀ j, σ (σ j) = j)
    (ha : σ a = a ∨ σ a = b) (hb : σ b = a ∨ σ b = b) (hia : i ≠ a) (hib : i ≠ b) :
    σ i ≠ a ∧ σ i ≠ b ∧ (swap a b * σ) i = σ i := by
  have h1 : σ i ≠ a := by
    intro e
    have := h i
    rw [e] at this
    rcases ha with ha | ha
    · exact hia (this.symm.trans ha)
    · exact hib (this.symm.trans ha)
  have h2 : σ i ≠ b := by
    intro e
    have := h i
    rw [e] at this
    rcases hb with hb | hb
    · exact hia (this.symm.trans hb)
    · exact hib (this.symm.trans hb)
  exact ⟨h1, h2, by rw [Perm.mul_apply, swap_apply_of_ne_of_ne h1 h2]⟩
```

`Perm ι` is the group of permutations of the modes, `swap a b` is the transposition $(a\,b)$, and the product acts right factor first: $((a\,b)\sigma)(i)=(a\,b)(\sigma(i))$. The lemma takes an involution, $\sigma(\sigma(j))=j$ for all $j$, that maps $a$ and $b$ into $\{a,b\}$, and a mode $i\notin\{a,b\}$. If $\sigma(i)=a$, then $i=\sigma(\sigma(i))=\sigma(a)\in\{a,b\}$, a contradiction; this is `h1`, and `h2` is the same with $b$. Since $\sigma(i)$ is neither $a$ nor $b$, the transposition leaves it alone.

```lean
variable [Fintype ι]

/-- Full pairings of a set `s` of modes: involutions that move exactly the modes in `s`. -/
def pairings (s : Finset ι) : Finset (Perm ι) :=
  univ.filter fun σ => (∀ i, σ (σ i) = i) ∧ ∀ i, σ i ≠ i ↔ i ∈ s
```

From here the set of modes is finite. Write $P(s)$ for `pairings s`: the involutions $\sigma$ of all modes with $\sigma(i)\ne i$ exactly when $i\in s$. Such a $\sigma$ is a product of disjoint transpositions covering $s$, and $\sigma(i)$ is the partner of $i$. Modes outside $s$ are fixed, so pairings of different sets live in one group and can be multiplied by transpositions.

```lean
/-- Adding the pair `{a, b}` to a pairing of `t` without `b` gives a pairing of `t` together
with the new mode `a`, in which `a` is paired with `b`. -/
theorem glue {t : Finset ι} {a b : ι} {τ : Perm ι} (ha : a ∉ t) (hb : b ∈ t)
    (h : τ ∈ pairings (t.erase b)) :
    swap a b * τ ∈ pairings (insert a t) ∧ (swap a b * τ) a = b := by
  simp only [pairings, mem_filter, mem_univ, true_and] at h ⊢
  obtain ⟨h1, h2⟩ := h
  have hab : a ≠ b := by rintro rfl; exact ha hb
  have ta : τ a = a := by_contra fun e => ha (mem_of_mem_erase ((h2 a).1 e))
  have tb : τ b = b := by_contra fun e => by simpa using (h2 b).1 e
  have sa : (swap a b * τ) a = b := by rw [Perm.mul_apply, ta, swap_apply_left]
  have sb : (swap a b * τ) b = a := by rw [Perm.mul_apply, tb, swap_apply_right]
  have key := fun i => swap_mul_apply_of_ne (i := i) h1 (Or.inl ta) (Or.inr tb)
  refine ⟨⟨fun i => ?_, fun i => ?_⟩, sa⟩
  · by_cases hia : i = a
    · rw [hia, sa, sb]
    by_cases hib : i = b
    · rw [hib, sb, sa]
    obtain ⟨k1, k2, k3⟩ := key i hia hib
    rw [k3, (key _ k1 k2).2.2, h1]
  · by_cases hia : i = a
    · rw [hia, sa]; simp [hab.symm]
    by_cases hib : i = b
    · rw [hib, sb]; simp [hab, hb]
    rw [(key i hia hib).2.2, h2 i]
    simp [hia, hib]
```

Let $t$ be a set of modes, $a\notin t$, $b\in t$, $\tau\in P(t\setminus\{b\})$, and put $\sigma=(a\,b)\tau$. Neither $a$ nor $b$ is in $t\setminus\{b\}$, so $\tau$ fixes both (`ta`, `tb`), and therefore $\sigma(a)=b$, $\sigma(b)=a$ (`sa`, `sb`). For any other $i$ the previous lemma gives $\sigma(i)=\tau(i)\notin\{a,b\}$, and applied once more $\sigma(\sigma(i))=\tau(\tau(i))=i$. The moved modes are $a$, $b$ and those of $t\setminus\{b\}$, that is $\{a\}\cup t$, written `insert a t`. Each `by_cases` pair is the split into $i=a$, $i=b$ and the rest.

```lean
/-- In a pairing of `t` together with a new mode `a`, the partner `b` of `a` lies in `t`, and
removing the pair `{a, b}` leaves a pairing of `t` without `b`. -/
theorem cut {t : Finset ι} {a b : ι} {σ : Perm ι} (ha : a ∉ t)
    (h : σ ∈ pairings (insert a t)) (hab : σ a = b) :
    b ∈ t ∧ swap a b * σ ∈ pairings (t.erase b) := by
  simp only [pairings, mem_filter, mem_univ, true_and] at h ⊢
  obtain ⟨h1, h2⟩ := h
  have hba : σ b = a := by rw [← hab, h1]
  have hne : b ≠ a := by rw [← hab]; exact (h2 a).2 (mem_insert_self a t)
  have hb : b ∈ t :=
    (mem_insert.1 ((h2 b).1 (by rw [hba]; exact hne.symm))).resolve_left hne
  have sa : (swap a b * σ) a = a := by rw [Perm.mul_apply, hab, swap_apply_right]
  have sb : (swap a b * σ) b = b := by rw [Perm.mul_apply, hba, swap_apply_left]
  have key := fun i => swap_mul_apply_of_ne (i := i) h1 (Or.inr hab) (Or.inl hba)
  refine ⟨hb, fun i => ?_, fun i => ?_⟩
  · by_cases hia : i = a
    · rw [hia, sa, sa]
    by_cases hib : i = b
    · rw [hib, sb, sb]
    obtain ⟨k1, k2, k3⟩ := key i hia hib
    rw [k3, (key _ k1 k2).2.2, h1]
  · by_cases hia : i = a
    · rw [hia, sa]; simp [ha]
    by_cases hib : i = b
    · rw [hib, sb]; simp
    rw [(key i hia hib).2.2, h2 i]
    simp [hia, hib]
```

This is the reverse step. Let $\sigma\in P(\{a\}\cup t)$ with $\sigma(a)=b$. Then $\sigma(b)=a$ and $b\neq a$, so $b$ is moved and lies in $t$. Now $(a\,b)\sigma$ sends $a\mapsto b\mapsto a$ and $b\mapsto a\mapsto b$, so it fixes both, and it agrees with $\sigma$ elsewhere. It belongs to $P(t\setminus\{b\})$.

## The weighted sum obeys the recursion

```lean
variable [LinearOrder ι]

/-- Weight of a pairing: the product of the amplitudes `c i (σ i)` over the modes `i` with
`i < σ i`. -/
def weight (c : Matrix ι ι R) (σ : Perm ι) : R :=
  ∏ i, if i < σ i then c i (σ i) else 1
```

With the modes linearly ordered,
$$w(\sigma)=\prod_{i<\sigma(i)}c_{i\,\sigma(i)} .$$
For an involution each pair contributes once, through its smaller member, and fixed modes contribute the factor $1$.

```lean
/-- For symmetric amplitudes, adding the pair `{a, b}` multiplies the weight by `c a b`. -/
theorem weight_glue {c : Matrix ι ι R} (hc : ∀ i j, c i j = c j i) {t : Finset ι} {a b : ι}
    {τ : Perm ι} (ha : a ∉ t) (hb : b ∈ t) (h : τ ∈ pairings (t.erase b)) :
    weight c (swap a b * τ) = c a b * weight c τ := by
  simp only [pairings, mem_filter, mem_univ, true_and] at h
  obtain ⟨h1, h2⟩ := h
  have hab : a ≠ b := by rintro rfl; exact ha hb
  have ta : τ a = a := by_contra fun e => ha (mem_of_mem_erase ((h2 a).1 e))
  have tb : τ b = b := by_contra fun e => by simpa using (h2 b).1 e
  have sa : (swap a b * τ) a = b := by rw [Perm.mul_apply, ta, swap_apply_left]
  have sb : (swap a b * τ) b = a := by rw [Perm.mul_apply, tb, swap_apply_right]
  -- split off the factors at a and b; all other factors agree
  have hsplit : ∀ f : ι → R, ∏ i, f i = f a * f b * ∏ i ∈ (univ.erase a).erase b, f i := by
    intro f
    rw [mul_assoc, mul_prod_erase _ f (by simp [hab.symm] : b ∈ univ.erase a),
      mul_prod_erase _ f (mem_univ a)]
  have hrest : ∀ i ∈ (univ.erase a).erase b,
      (if i < (swap a b * τ) i then c i ((swap a b * τ) i) else 1)
        = if i < τ i then c i (τ i) else 1 := by
    intro i hi
    simp only [mem_erase] at hi
    rw [(swap_mul_apply_of_ne h1 (Or.inl ta) (Or.inr tb) hi.2.1 hi.1).2.2]
  unfold weight
  rw [hsplit, hsplit, prod_congr rfl hrest, sa, sb, ta, tb, if_neg (lt_irrefl a),
    if_neg (lt_irrefl b)]
  rcases lt_or_gt_of_ne hab with h | h
  · rw [if_pos h, if_neg (lt_asymm h)]; ring
  · have h' : b < a := h
    rw [if_neg (lt_asymm h'), if_pos h', hc b a]; ring
```

The hypothesis `hc` is $c_{ij}=c_{ji}$. For the state in the opening paragraph this is no restriction: $\hat a_i^\dagger$ and $\hat a_j^\dagger$ commute, so only the symmetric part of the coefficient matrix enters the exponent. Let $f_\sigma(i)$ be the factor at $i$ in $w(\sigma)$ and $\rho=\prod_{i\ne a,b}f_\tau(i)$. The step `hsplit` pulls the factors at $a$ and $b$ out of the product, and `hrest` says that the remaining factors are the same for $\tau$ and $(a\,b)\tau$. Because $\tau$ fixes $a$ and $b$, $w(\tau)=1\cdot1\cdot\rho$. For the glued pairing, $w=c_{ab}\cdot1\cdot\rho$ if $a<b$ and $w=1\cdot c_{ba}\cdot\rho$ if $b<a$. The rewrite `hc b a` turns the second case into the first, so $w((a\,b)\tau)=c_{ab}\,w(\tau)$.

```lean
/-- For symmetric amplitudes, the weighted sum over pairings expands along a new mode `a`: sum
over its partner `b` of `c a b` times the weighted sum over pairings of the remaining modes. -/
theorem sum_pairings_insert {c : Matrix ι ι R} (hc : ∀ i j, c i j = c j i) {t : Finset ι}
    {a : ι} (ha : a ∉ t) :
    ∑ σ ∈ pairings (insert a t), weight c σ
      = ∑ b ∈ t, c a b * ∑ τ ∈ pairings (t.erase b), weight c τ := by
  -- sort the pairings by the partner of a
  rw [← sum_fiberwise_of_maps_to (s := pairings (insert a t)) (t := t) (g := fun σ => σ a)
    (fun σ h => (cut ha h rfl).1) (weight c)]
  refine sum_congr rfl fun b hb => ?_
  rw [mul_sum]
  symm
  refine sum_nbij' (fun τ => swap a b * τ) (fun σ => swap a b * σ) ?_ ?_ ?_ ?_ ?_
  · intro τ h; exact mem_filter.2 (glue ha hb h)
  · intro σ h; exact (cut ha (mem_filter.1 h).1 (mem_filter.1 h).2).2
  · intro τ _; exact swap_mul_self_mul a b τ
  · intro σ _; exact swap_mul_self_mul a b σ
  · intro τ h; exact (weight_glue hc ha hb h).symm
```

Write $W(s)=\sum_{\sigma\in P(s)}w(\sigma)$. For $a\notin t$,
$$W(\{a\}\cup t)=\sum_{b\in t}\ \sum_{\sigma(a)=b}w(\sigma)=\sum_{b\in t}\ \sum_{\tau\in P(t\setminus\{b\})}c_{ab}\,w(\tau)=\sum_{b\in t}c_{ab}\,W(t\setminus\{b\}),$$
where $\sigma$ runs over $P(\{a\}\cup t)$. The first equality is `sum_fiberwise_of_maps_to`, which needs the partner of $a$ to lie in $t$, as `cut` shows. The last is `mul_sum`.

The middle equality, on which the proof turns, is Mathlib's `sum_nbij'`, the change of summation variable. It equates $\sum_{x\in X}F(x)$ and $\sum_{y\in Y}H(y)$ over finite sets $X$ and $Y$, given a map each way and five facts: the forward map sends $X$ into $Y$, the backward map sends $Y$ into $X$, the two compositions are the identity on $X$ and on $Y$, and $F(x)$ equals $H$ at the image of $x$. Each `?_` leaves one of these as a goal, and each bullet closes one. Here $X=P(t\setminus\{b\})$, $Y$ is the set of $\sigma$ with $\sigma(a)=b$, and both maps are left multiplication by $(a\,b)$. The facts are `glue`, `cut`, twice $(a\,b)(a\,b)\sigma=\sigma$ in the form `swap_mul_self_mul`, and `weight_glue`.

```lean
/-- For symmetric amplitudes and a list of distinct modes, the recursive hafnian is the sum of
the weights of all full pairings of these modes. -/
theorem haf_eq_sum_pairings {c : Matrix ι ι R} (hc : ∀ i j, c i j = c j i) {l : List ι}
    (hl : l.Nodup) : haf c l = ∑ σ ∈ pairings l.toFinset, weight c σ := by
  have h0 : pairings (∅ : Finset ι) = {1} := by
    ext σ
    simp only [pairings, mem_filter, mem_univ, true_and, mem_singleton]
    constructor
    · rintro ⟨_, h⟩
      exact Equiv.ext fun i => by_contra fun hne => by simpa using (h i).1 hne
    · rintro rfl; simp
  have key : ∀ n, ∀ l : List ι, l.length < n → l.Nodup →
      haf c l = ∑ σ ∈ pairings l.toFinset, weight c σ := by
    intro n
    induction n with
    | zero => intro l h; omega
    | succ n ih =>
      intro l hn hl
      cases l with
      | nil => rw [haf, List.toFinset_nil, h0]; simp [weight]
      | cons a t =>
        obtain ⟨ha, ht⟩ := List.nodup_cons.1 hl
        have ha' : a ∉ t.toFinset := by simpa using ha
        rw [haf, List.toFinset_cons, sum_pairings_insert hc ha', ← List.sum_toFinset _ ht]
        refine sum_congr rfl fun b _ => ?_
        have he : (t.erase b).toFinset = t.toFinset.erase b := by
          ext x
          rw [List.mem_toFinset, ht.mem_erase_iff, mem_erase, List.mem_toFinset]
        have hlen : (t.erase b).length ≤ t.length := List.erase_sublist.length_le
        rw [List.length_cons] at hn
        rw [ih _ (by omega) (ht.erase b), he]
  exact key _ l (Nat.lt_succ_self _) hl
```

`l.Nodup` says that the list $l$ has no repeated entry, and `l.toFinset` is its set of entries, here $\bar l$. The claim is $\operatorname{haf}(l)=W(\bar l)$. For the empty list, `h0` shows that the only involution moving nothing is the identity, whose weight is $1$. For $l=a::t$ we have $a\notin\bar t$, and
$$\operatorname{haf}(a::t)=\sum_{b\in \bar t}c_{ab}\operatorname{haf}(t\setminus b)=\sum_{b\in\bar t}c_{ab}\,W(\bar t\setminus\{b\})=W(\{a\}\cup\bar t).$$
The first equality replaces the list sum by a set sum, and `he` identifies erasing from the list with removing from the set; both use that $t$ has no repeats. The recursion descends to $t\setminus b$ and not to $t$, so `key` runs the induction over a bound on the length. Lists of odd length are included.

```lean
/-- For symmetric amplitudes the recursive hafnian of distinct modes does not depend on the
order in which the modes are listed. -/
theorem haf_perm {c : Matrix ι ι R} (hc : ∀ i j, c i j = c j i) {l l' : List ι}
    (hl : l.Nodup) (h : l.Perm l') : haf c l = haf c l' := by
  have he : l.toFinset = l'.toFinset := by ext x; simp [h.mem_iff]
  rw [haf_eq_sum_pairings hc hl, haf_eq_sum_pairings hc (h.nodup_iff.1 hl), he]
```

If $l'$ is a rearrangement of $l$, both have the same set of entries, hence the same $W$ and the same hafnian. As before, the modes are finite and ordered and $c$ is symmetric.

For the identity $\operatorname{haf}(l)=W(\bar l)$ both hypotheses, symmetry and distinctness, do work. For order independence only symmetry is essential: distinctness enters `haf_perm` because its proof passes through $W$. Without symmetry, take two modes with $c_{01}=1$, $c_{10}=0$: then $\operatorname{haf}[0,1]=1=W(\{0,1\})$ but $\operatorname{haf}[1,0]=0$. With repeats, take $c_{01}=c_{10}=1$, $c_{00}=c_{11}=0$ and the list $[0,1,0,1]$: the first $0$ can contract with either copy of $1$, leaving $[0,1]$ each time, so the recursion gives $2$ while $W(\{0,1\})=1$. Repeated entries correspond to several photons in one mode, which these theorems leave out.

## Adjacency matrices and the count

```lean
/-- For an adjacency matrix, a pairing has weight one if every pair is an edge and zero
otherwise. -/
theorem weight_adjMatrix (G : SimpleGraph ι) [DecidableRel G.Adj] {s : Finset ι} {σ : Perm ι}
    (h : σ ∈ pairings s) :
    weight (G.adjMatrix R) σ = if ∀ i ∈ s, G.Adj i (σ i) then 1 else 0 := by
  simp only [pairings, mem_filter, mem_univ, true_and] at h
  obtain ⟨h1, h2⟩ := h
  by_cases hA : ∀ i ∈ s, G.Adj i (σ i)
  · rw [if_pos hA]
    unfold weight
    refine prod_eq_one fun i _ => ?_
    by_cases hi : i < σ i
    · rw [if_pos hi]; simp [hA i ((h2 i).1 hi.ne')]
    · rw [if_neg hi]
  · rw [if_neg hA]
    unfold weight
    simp only [not_forall] at hA
    obtain ⟨i, hi, hn⟩ := hA
    -- the factor at the smaller end of the non-edge vanishes
    rcases lt_or_gt_of_ne ((h2 i).2 hi) with h | h
    · have hn' : ¬ G.Adj (σ i) i := fun e => hn e.symm
      exact prod_eq_zero (mem_univ (σ i)) (by simp [h1, h, hn'])
    · have h' : i < σ i := h
      exact prod_eq_zero (mem_univ i) (by simp [h', hn])
```

A `SimpleGraph` $G$ is a symmetric, loop-free relation `G.Adj`, written $i\sim j$, and `G.adjMatrix R` has entry $1$ if $i\sim j$ and $0$ otherwise. Let $\sigma\in P(s)$. If $i\sim\sigma(i)$ for all $i\in s$, then any $i<\sigma(i)$ is moved, so lies in $s$, and its factor is $1$; this is `prod_eq_one`. Otherwise some $i\in s$ has $i\not\sim\sigma(i)$. If $i<\sigma(i)$ the factor at $i$ is $0$. If $\sigma(i)<i$ the factor at $\sigma(i)$ is $c_{\sigma(i)\,i}=0$ by symmetry of the graph. Either way `prod_eq_zero` applies.

```lean
/-- The hafnian of the adjacency matrix on a list of distinct vertices counts the full pairings
of these vertices in which every pair is an edge. -/
theorem haf_adjMatrix_list (G : SimpleGraph ι) [DecidableRel G.Adj] {l : List ι}
    (hl : l.Nodup) :
    haf (G.adjMatrix R) l
      = (((pairings l.toFinset).filter fun σ => ∀ i ∈ l.toFinset, G.Adj i (σ i)).card : R) := by
  have hc : ∀ i j, G.adjMatrix R i j = G.adjMatrix R j i := by
    intro i j
    by_cases h : G.Adj i j
    · simp [h, h.symm]
    · have h' : ¬ G.Adj j i := fun e => h e.symm
      simp [h, h']
  rw [haf_eq_sum_pairings hc hl, ← sum_boole]
  exact sum_congr rfl fun σ h => weight_adjMatrix G h
```

The adjacency matrix is symmetric (`hc`), so the hafnian is $W(\bar l)$, a sum of ones and zeros, and `sum_boole` evaluates such a sum as the number of ones. For distinct vertices the hafnian thus counts the pairings of $\bar l$ whose pairs are all edges of $G$. The annotation `: R` maps the count into the semiring: over the natural, real or complex numbers it is the count itself, over the integers modulo $p$ only its residue.

```lean
/-- For a simple graph on `2n` vertices, the recursive hafnian of the adjacency matrix on the
list `0, …, 2n-1` is the number of fixed-point-free involutions sending each vertex to a
neighbour. -/
theorem haf_adjMatrix_eq_card_matchings (n : ℕ) (G : SimpleGraph (Fin (2 * n)))
    [DecidableRel G.Adj] :
    haf (G.adjMatrix R) (List.finRange (2 * n))
      = ((univ.filter fun σ : Perm (Fin (2 * n)) =>
          (∀ i, σ (σ i) = i) ∧ (∀ i, σ i ≠ i) ∧ ∀ i, G.Adj i (σ i)).card : R) := by
  rw [haf_adjMatrix_list G (List.nodup_finRange _)]
  congr 2
  ext σ
  simp [pairings, and_assoc]

end HafnianMatchings
```

`Fin (2 * n)` is the vertex set $\{0,\dots,2n-1\}$ for a natural number $n$, and `List.finRange (2 * n)` lists it in increasing order without repeats. With $A$ the adjacency matrix of $G$, taken as $c$,
$$\operatorname{haf}_A[0,\dots,2n-1]=\#\{\sigma:\ \sigma\sigma=\mathrm{id},\ \sigma(i)\ne i,\ i\sim\sigma(i)\ \text{for all } i\}.$$
The list contains every vertex, so "moves exactly the listed vertices" becomes "has no fixed point", which the closing `simp` verifies. A perfect matching is represented throughout by its partner map $\sigma$, with edges $\{i,\sigma(i)\}$; the statement is not phrased through subgraphs or edge sets. At $n=0$ both sides are $1$, the empty matching, and at $n=1$ both are $1$ or $0$ according to whether $0\sim1$.

```lean
#print axioms HafnianMatchings.haf_perm
-- 'HafnianMatchings.haf_perm' depends on axioms: [propext, Classical.choice, Quot.sound]
#print axioms HafnianMatchings.haf_adjMatrix_eq_card_matchings
-- 'HafnianMatchings.haf_adjMatrix_eq_card_matchings' depends on axioms: [propext, Classical.choice, Quot.sound]
```
